# The free energy of n levels at T > 0 lies between E₀ − T log n and E₀, and tends to E₀ as T → 0

A thermal calculation on a finite spin chain gives the free energy \(F\) at a low temperature \(T\), and one reads it as an estimate of the ground-state energy \(E_0\). The error of that reading has a bound that needs no knowledge of the spectrum beyond the number \(n\) of states:
\[
F(T)\;\le\;E_0\;\le\;F(T)+T\log n .
\]
For \(L\) spins one half, \(n=2^L\), so the error per site is at most \(T\log 2\). With exchange constant \(J\) and \(T=0.01\,J\), that is less than \(0.007\,J\) per site.

The bound holds for any quantum system whose Hilbert space has finite dimension \(n\), interacting or not, when \(F\) is the free energy of the whole system and \(E_0\) is its lowest energy. Temperature is in energy units, so \(k_B=1\), and log is the natural logarithm.

## Levels, partition function and free energy

```lean
import Mathlib

open Filter Topology

namespace FreeEnergyBounds

noncomputable section

variable {ι : Type*} [Fintype ι]
```

The type `ι` is a finite set of labels, one for each state. The word "level" here means a single state with its energy: a threefold degenerate energy counts as three levels, where many textbooks would count one.

```lean
/-- The partition function `∑ exp (-E i / T)` of finitely many levels, for temperature `T ≠ 0`
in energy units. -/
def partitionFunction (E : ι → ℝ) (T : ℝ) : ℝ := ∑ i, Real.exp (-E i / T)
```

A spectrum is a function `E : ι → ℝ`, which gives each label \(i\) a real energy \(E_i\). The definition reads
\[
Z(T)=\sum_i e^{-E_i/T}.
\]
The code starts from the numbers \(E_i\), not from a Hamiltonian. The step to a real system is to identify them with all the eigenvalues of a Hermitian matrix \(H\), repeated by degeneracy, so that \(Z=\operatorname{Tr}e^{-H/T}\).

```lean
/-- The free energy `-T log Z` of a nonempty finite family of levels, for temperature `T ≠ 0`
in energy units. -/
def freeEnergy (E : ι → ℝ) (T : ℝ) : ℝ := -T * Real.log (partitionFunction E T)
```

This is \(F(T)=-T\log Z(T)\), the Helmholtz free energy.

## Moving the energy zero

```lean
/-- For at least one level and `T ≠ 0`, the free energy is any reference energy `E0` minus
`T` times the logarithm of the partition function of the levels measured from `E0`. -/
theorem freeEnergy_eq_sub [Nonempty ι] (E : ι → ℝ) (E0 : ℝ) {T : ℝ} (hT : T ≠ 0) :
    freeEnergy E T = E0 - T * Real.log (partitionFunction (fun i => E i - E0) T) := by
  -- the Boltzmann factor of the reference energy comes out of the sum
  have hZ : partitionFunction E T
      = Real.exp (-E0 / T) * partitionFunction (fun i => E i - E0) T := by
    unfold partitionFunction
    rw [Finset.mul_sum]
    refine Finset.sum_congr rfl fun i _ => ?_
    rw [← Real.exp_add]
    congr 1
    ring
  have hW : 0 < partitionFunction (fun i => E i - E0) T :=
    Finset.sum_pos (fun i _ => Real.exp_pos _) Finset.univ_nonempty
  have hc : T * (-E0 / T) = -E0 := by field_simp
  rw [freeEnergy, hZ, Real.log_mul (Real.exp_pos _).ne' hW.ne', Real.log_exp]
  linear_combination -hc
```

In the theorems of this text the assumptions stand in brackets after the name, and the claim follows the first colon outside the brackets. Here there is at least one level (`[Nonempty ι]`), \(T\neq0\), and `E0` is any reference energy, not yet the minimum. Write
\[
W(T)=\sum_i e^{-(E_i-E_0)/T}
\]
for the partition function of the shifted levels. The claim is \(F=E_0-T\log W\).

By hand, each Boltzmann factor splits as \(e^{-E_i/T}=e^{-E_0/T}\,e^{-(E_i-E_0)/T}\), so \(Z=e^{-E_0/T}\,W\); this is `hZ`. Since \(W>0\) (`hW`), the logarithm of the product is a sum:
\[
F=-T\left(-\frac{E_0}{T}+\log W\right)=E_0-T\log W .
\]

A program that computes \(F\) from a list of eigenvalues can avoid overflow by using this identity with \(E_0\) the lowest one. For \(E_0=-1000\) eV and \(T=0.025\) eV the unshifted factor is \(e^{40000}\), far above the range of double precision, while the shifted terms all lie between 0 and 1.

## The shifted sum lies between 1 and n

```lean
omit [Fintype ι] in
/-- At `T > 0`, the Boltzmann factor of a level measured from the lowest level is at most one. -/
theorem boltzmann_le_one {E : ι → ℝ} {E0 T : ℝ} (h : IsLeast (Set.range E) E0)
    (hT : 0 < T) (i : ι) : Real.exp (-(E i - E0) / T) ≤ 1 := by
  have hi : E0 ≤ E i := h.2 (Set.mem_range_self i)
  exact Real.exp_le_one_iff.2 (div_nonpos_of_nonpos_of_nonneg (by linarith) hT.le)
```

The hypothesis `IsLeast (Set.range E) E0` says two things: \(E_0\) is one of the energies, and no energy is below it. The first part implies that there is at least one level. From \(E_i-E_0\ge0\) and \(T>0\) the exponent \(-(E_i-E_0)/T\) is at most zero, so the factor is at most 1.

```lean
/-- At `T > 0`, the partition function of the levels measured from the lowest one lies between
one and the number of levels. -/
theorem partitionFunction_bounds {E : ι → ℝ} {E0 T : ℝ} (h : IsLeast (Set.range E) E0)
    (hT : 0 < T) :
    1 ≤ partitionFunction (fun i => E i - E0) T ∧
      partitionFunction (fun i => E i - E0) T ≤ Fintype.card ι := by
  obtain ⟨k, hk⟩ := h.1
  constructor
  · -- the lowest level alone contributes one
    calc (1 : ℝ) = Real.exp (-(E k - E0) / T) := by simp [hk]
      _ ≤ _ := Finset.single_le_sum (f := fun i => Real.exp (-(E i - E0) / T))
        (fun i _ => (Real.exp_pos _).le) (Finset.mem_univ k)
  · calc partitionFunction (fun i => E i - E0) T ≤ ∑ _i : ι, (1 : ℝ) :=
          Finset.sum_le_sum fun i _ => boltzmann_le_one h hT i
      _ = Fintype.card ι := by simp
```

The number \(n\) is `Fintype.card ι`. The claim is \(1\le W(T)\le n\).

Let \(k\) be a label with \(E_k=E_0\). Its term in \(W\) is \(e^0=1\) and the other terms are positive, so \(W\ge1\). Each of the \(n\) terms is at most 1 by the previous lemma, so \(W\le n\). The two `calc` blocks are these two estimates.

## The two bounds and the limit

```lean
/-- For `n` levels with minimum `E0` and any `T > 0`, the free energy lies between
`E0 - T log n` and `E0`. -/
theorem freeEnergy_bounds {E : ι → ℝ} {E0 T : ℝ} (h : IsLeast (Set.range E) E0)
    (hT : 0 < T) :
    E0 - T * Real.log (Fintype.card ι) ≤ freeEnergy E T ∧ freeEnergy E T ≤ E0 := by
  obtain ⟨k, _⟩ := h.1
  have : Nonempty ι := ⟨k⟩
  obtain ⟨h1, h2⟩ := partitionFunction_bounds h hT
  rw [freeEnergy_eq_sub E E0 hT.ne']
  have hlow := mul_le_mul_of_nonneg_left (Real.log_le_log (by linarith) h2) hT.le
  have hupp := mul_nonneg hT.le (Real.log_nonneg h1)
  constructor <;> linarith
```

This is the main inequality, for every \(T>0\):
\[
E_0-T\log n\;\le\;F(T)\;\le\;E_0 .
\]
The logarithm is increasing, so \(1\le W\le n\) gives \(0\le\log W\le\log n\). Multiplying by \(T>0\) gives \(0\le T\log W\le T\log n\), and subtracting from \(E_0\) gives the claim. In the code, `hlow` and `hupp` are the two halves after the multiplication, and `linarith` does the subtraction.

In the smallest case, \(n=1\), we have \(\log n=0\), and the bounds force \(F(T)=E_0\) at every positive temperature.

```lean
/-- The free energy of finitely many levels with minimum `E0` tends to `E0` as the temperature
tends to zero from above. -/
theorem freeEnergy_tendsto_ground {E : ι → ℝ} {E0 : ℝ} (h : IsLeast (Set.range E) E0) :
    Tendsto (freeEnergy E) (𝓝[>] 0) (𝓝 E0) := by
  have hc : Continuous fun T : ℝ => E0 - T * Real.log (Fintype.card ι) := by fun_prop
  have hl := (hc.tendsto' 0 E0 (by simp)).mono_left (nhdsWithin_le_nhds (s := Set.Ioi 0))
  -- squeeze between the two bounds
  refine tendsto_of_tendsto_of_tendsto_of_le_of_le' hl tendsto_const_nhds ?_ ?_
  · filter_upwards [self_mem_nhdsWithin] with T hT
    exact (freeEnergy_bounds h hT).1
  · filter_upwards [self_mem_nhdsWithin] with T hT
    exact (freeEnergy_bounds h hT).2
```

`Tendsto (freeEnergy E) (𝓝[>] 0) (𝓝 E0)` is Lean's way to write
\[
\lim_{T\to0^+}F(T)=E_0 .
\]
The symbol `𝓝[>] 0` restricts \(T\) to positive values near zero, so the value of the formula at \(T=0\) itself plays no part.

The lower bound \(E_0-T\log n\) is continuous in \(T\) and equals \(E_0\) at \(T=0\); the upper bound is constant. \(F\) is squeezed between them. The two `filter_upwards` steps supply the inequalities for every \(T>0\).

## When the bounds are attained

```lean
/-- At `T > 0`, the free energy of `n` levels with minimum `E0` equals `E0 - T log n` exactly
when all levels coincide. -/
theorem freeEnergy_eq_lower_iff {E : ι → ℝ} {E0 T : ℝ} (h : IsLeast (Set.range E) E0)
    (hT : 0 < T) :
    freeEnergy E T = E0 - T * Real.log (Fintype.card ι) ↔ ∀ i, E i = E0 := by
  obtain ⟨k, _⟩ := h.1
  have : Nonempty ι := ⟨k⟩
  obtain ⟨h1, h2⟩ := partitionFunction_bounds h hT
  rw [freeEnergy_eq_sub E E0 hT.ne']
  constructor
  · intro he i
    have hlog : Real.log (partitionFunction (fun i => E i - E0) T)
        = Real.log (Fintype.card ι) := mul_left_cancel₀ hT.ne' (by linarith)
    have hZ : partitionFunction (fun i => E i - E0) T = Fintype.card ι :=
      Real.log_injOn_pos (Set.mem_Ioi.2 (by linarith)) (Set.mem_Ioi.2 (by linarith)) hlog
    have hs : ∑ i, Real.exp (-(E i - E0) / T) = ∑ _i : ι, (1 : ℝ) := by
      simpa [partitionFunction] using hZ
    -- terms bounded by one that sum to their number are all one
    have hi := (Finset.sum_eq_sum_iff_of_le fun i _ => boltzmann_le_one h hT i).1 hs i
      (Finset.mem_univ i)
    have h0 := (div_eq_zero_iff.1 (Real.exp_eq_one_iff _ |>.1 hi)).resolve_right hT.ne'
    linarith
  · intro hall
    simp [partitionFunction, hall]
```

At any fixed \(T>0\), \(F=E_0-T\log n\) holds exactly when every \(E_i\) equals \(E_0\).

Suppose the equality holds. Comparing with \(F=E_0-T\log W\) and cancelling \(T\) gives \(\log W=\log n\) (`hlog`), hence \(W=n\) (`hZ`), because the logarithm is one-to-one on positive numbers. So \(n\) terms, none above 1, add up to \(n\), and each must be exactly 1. Then \(-(E_i-E_0)/T=0\), which means \(E_i=E_0\). Conversely, if all levels coincide, every term is 1 and \(W=n\).

```lean
/-- At `T > 0`, the free energy equals the lowest level exactly when there is only one level,
counted with multiplicity. -/
theorem freeEnergy_eq_ground_iff {E : ι → ℝ} {E0 T : ℝ} (h : IsLeast (Set.range E) E0)
    (hT : 0 < T) : freeEnergy E T = E0 ↔ Fintype.card ι = 1 := by
  obtain ⟨k, hk⟩ := h.1
  have : Nonempty ι := ⟨k⟩
  constructor
  · intro he
    refine Fintype.card_eq_one_iff.2 ⟨k, fun j => by_contra fun hj => ?_⟩
    -- a second level pushes the shifted partition function above one
    have hlt : Real.exp (-(E k - E0) / T) < partitionFunction (fun i => E i - E0) T :=
      Finset.single_lt_sum (f := fun i => Real.exp (-(E i - E0) / T)) hj
        (Finset.mem_univ k) (Finset.mem_univ j) (Real.exp_pos _)
        (fun i _ _ => (Real.exp_pos _).le)
    have h1 : 1 < partitionFunction (fun i => E i - E0) T := by simpa [hk] using hlt
    have hpos := mul_pos hT (Real.log_pos h1)
    rw [freeEnergy_eq_sub E E0 hT.ne'] at he
    linarith
  · intro hn
    obtain ⟨hl, hu⟩ := freeEnergy_bounds h hT
    rw [hn, Nat.cast_one, Real.log_one, mul_zero, sub_zero] at hl
    exact le_antisymm hu hl
```

At any fixed \(T>0\), \(F=E_0\) holds exactly when \(n=1\).

Let \(k\) again label a lowest level, and suppose there were a second label \(j\). Then
\[
W\ge1+e^{-(E_j-E_0)/T}>1,
\]
so \(T\log W>0\) and \(F<E_0\), against the assumption. The code argues by contradiction in the same way, with `h1` for \(W>1\). The converse is the case \(n=1\) of the main inequality. A second state lowers \(F\) below \(E_0\) even if it is degenerate with the first.

## Ground-state degeneracy as the first correction

```lean
/-- If the minimum `E0` of finitely many levels is `g`-fold degenerate, then `(E0 - F(T)) / T`
tends to `log g` as the temperature tends to zero from above. -/
theorem freeEnergy_slope_tendsto {E : ι → ℝ} {E0 : ℝ} (h : IsLeast (Set.range E) E0) :
    Tendsto (fun T => (E0 - freeEnergy E T) / T) (𝓝[>] 0)
      (𝓝 (Real.log (Finset.univ.filter fun i => E i = E0).card)) := by
  obtain ⟨k, hk⟩ := h.1
  have : Nonempty ι := ⟨k⟩
  -- ground terms stay one, excited terms die out
  have hterm : ∀ i, Tendsto (fun T : ℝ => Real.exp (-(E i - E0) / T)) (𝓝[>] 0)
      (𝓝 (if E i = E0 then (1 : ℝ) else 0)) := by
    intro i
    by_cases hi : E i = E0
    · simp [hi]
    · have hle : E0 ≤ E i := h.2 (Set.mem_range_self i)
      have hneg : -(E i - E0) < 0 := by
        have := lt_of_le_of_ne hle (Ne.symm hi)
        linarith
      rw [if_neg hi]
      simp only [div_eq_mul_inv]
      exact Real.tendsto_exp_atBot.comp
        (Filter.Tendsto.const_mul_atTop_of_neg hneg tendsto_inv_nhdsGT_zero)
  have hZ : Tendsto (partitionFunction fun i => E i - E0) (𝓝[>] 0)
      (𝓝 ((Finset.univ.filter fun i => E i = E0).card : ℝ)) := by
    rw [← Finset.sum_boole]
    exact tendsto_finsetSum _ fun i _ => hterm i
  have hg : ((Finset.univ.filter fun i => E i = E0).card : ℝ) ≠ 0 :=
    Nat.cast_ne_zero.2 (Finset.card_ne_zero_of_mem (Finset.mem_filter.2 ⟨Finset.mem_univ k, hk⟩))
  refine (hZ.log hg).congr' ?_
  filter_upwards [self_mem_nhdsWithin] with T hT
  have hT' : T ≠ 0 := ne_of_gt hT
  rw [freeEnergy_eq_sub E E0 hT', sub_sub_cancel, mul_div_cancel_left₀ _ hT']

end

end FreeEnergyBounds
```

Let \(g\) be the number of labels with \(E_i=E_0\); in Lean it is the `card` of the filtered set. The claim is
\[
\lim_{T\to0^+}\frac{E_0-F(T)}{T}=\log g .
\]

By the shift identity the quotient equals \(\log W(T)\) for every \(T>0\), so the limit of \(W\) is what we need. A term with \(E_i=E_0\) is 1 at every temperature. A term with \(E_i>E_0\) has an exponent that goes to \(-\infty\) as \(T\to0^+\), so the term goes to 0. This is `hterm`, with its two cases. The sum is finite, so the limit may be taken term by term, and \(W\to g\) (`hZ`). Since \(g\ge1\), the logarithm is continuous there and \(\log W\to\log g\). The last lines replace \(\log W\) by the quotient.

The name `freeEnergy_slope_tendsto` needs care with the sign: the quotient is minus the slope of the line from \((0,E_0)\) to \((T,F(T))\). Its limit \(\log g\) is the familiar ground-state entropy, but the theorem speaks of this quotient and not of the derivative \(-dF/dT\) at positive \(T\).

For two levels with gap \(\Delta>0\) the quotient is \(\log(1+e^{-\Delta/T})\), which tends to \(0=\log 1\). If the ground state of the spin chain is known to be a doublet, then \(F(T)+T\log 2\) estimates \(E_0\) with an error that vanishes faster than \(T\).

```lean
#print axioms FreeEnergyBounds.freeEnergy_tendsto_ground
#print axioms FreeEnergyBounds.freeEnergy_eq_lower_iff
#print axioms FreeEnergyBounds.freeEnergy_eq_ground_iff
#print axioms FreeEnergyBounds.freeEnergy_slope_tendsto
```

```
'FreeEnergyBounds.freeEnergy_tendsto_ground' depends on axioms: [propext, Classical.choice, Quot.sound]
'FreeEnergyBounds.freeEnergy_eq_lower_iff' depends on axioms: [propext, Classical.choice, Quot.sound]
'FreeEnergyBounds.freeEnergy_eq_ground_iff' depends on axioms: [propext, Classical.choice, Quot.sound]
'FreeEnergyBounds.freeEnergy_slope_tendsto' depends on axioms: [propext, Classical.choice, Quot.sound]
```
